# With fixed two-centre integrals $s\ge 0\ge p$, symmetric bending strengthens π hopping exactly when $s>|p|$

In a flat sheet of carbon atoms the π orbitals stand perpendicular to the sheet, and neighbouring ones couple side by side. Roll or dome the sheet and the orbitals follow the local normals. Where a bond bends with the sheet, its two orbitals are no longer parallel: each leans a little along the bond that joins them. The sideways coupling shrinks, but a head-on coupling of σ type appears. Does the electron hop more easily across the bent bond, or less?

The answer depends on two numbers. Let $s$ be the σ integral, which couples two p orbitals lying along the bond, and $p$ the π integral, which couples two parallel p orbitals standing across it. In Slater–Koster notation these are $V_{pp\sigma}$ and $V_{pp\pi}$; the letters here do not name an s orbital or a momentum. With the usual sign convention $s$ is positive and $p$ negative. A positive $s$ reflects the fact that two p orbitals pointing the same way along the bond face each other with lobes of opposite sign.

## Splitting each orbital along and across the bond

A p orbital pointing along a unit vector $u$ is the combination of $p_x$, $p_y$ and $p_z$ whose coefficients are the components of $u$. The directions therefore behave as ordinary vectors. The code takes them from a real inner product space `E`; the physical case is three-dimensional Euclidean space.

```lean
import Mathlib

namespace CurvaturePiHopping

noncomputable section

variable {E : Type*} [NormedAddCommGroup E] [InnerProductSpace ℝ E]
```

Let $d$ be the unit vector along the bond, and let $u$ and $v$ be the directions of the two orbitals. Split each direction into a part along the bond and a part across it:

$$u=(d\cdot u)\,d+u_\perp,\qquad v=(d\cdot v)\,d+v_\perp .$$

The matrix element of the Hamiltonian is linear in $u$ and in $v$. In the two-centre approximation the surroundings of the pair are ignored, so the matrix element is unchanged by rotations about the bond and by reflections in planes that contain it. A part along the bond then cannot couple to a part across it, and two parts across the bond couple in proportion to their scalar product. What remains is

$$h(u,v)=s\,(d\cdot u)(d\cdot v)+p\,u_\perp\!\cdot v_\perp .$$

This symmetry argument is the physics behind the definition `hop`; in Lean the formula is the starting point. The value of `hop` is the matrix element with its sign, so a model that writes the flat hopping as $-t$ has $t=-p$.

```lean
/-- Two-centre coupling of p orbitals pointing along `u` and `v`, for a bond along the unit
vector `d`: the components along the bond couple with strength `s` (sigma), the components
across the bond with strength `p` (pi). -/
def hop (s p : ℝ) (d u v : E) : ℝ :=
  s * (inner ℝ d u * inner ℝ d v)
    + p * inner ℝ (u - (inner ℝ d u : ℝ) • d) (v - (inner ℝ d v : ℝ) • d)
```

## Tilted orbitals and the bent bond

Take a direction $e$ perpendicular to the bond and lean it through an angle $\varphi$ towards $d$. The result is $\cos\varphi\,e+\sin\varphi\,d$, which has unit length when $e$ does.

```lean
/-- For perpendicular unit vectors `d` and `e`, the orbital direction obtained by tilting `e`
through the angle `φ` towards the bond direction `d`. -/
def tilt (d e : E) (φ : ℝ) : E := Real.cos φ • e + Real.sin φ • d
```

On a bond bent symmetrically within one plane, the two orbitals lean by the same amount in opposite senses. With $\theta$ the angle between their directions, the tilts are $+\theta/2$ and $-\theta/2$. Whether the orbitals lean towards each other or apart makes no difference to the coupling, because exchanging the two signs leaves $h$ unchanged. The flat bond is $\theta=0$.

```lean
/-- Hopping across a bent bond, for perpendicular unit vectors `d` and `e`: the two orbitals are
tilted by `+θ/2` and `-θ/2` from the direction `e`, in the plane of `e` and the bond direction `d`.
-/
def bentHop (s p : ℝ) (d e : E) (θ : ℝ) : ℝ :=
  hop s p d (tilt d e (θ / 2)) (tilt d e (-(θ / 2)))
```

The theorems below assume that $d$ and $e$ are perpendicular unit vectors. In three-dimensional space the x axis can serve as the bond and the z axis as the orbital direction. Lean numbers the coordinates from zero, so these are the axes 0 and 2.

```lean
/-- The first two of these three statements say that the x and z axes of three-dimensional space
have unit length, the third that they are perpendicular: they can serve as bond direction and
orbital axis. -/
theorem axes_witness :
    ‖(EuclideanSpace.single 0 1 : EuclideanSpace ℝ (Fin 3))‖ = 1 ∧
    ‖(EuclideanSpace.single 2 1 : EuclideanSpace ℝ (Fin 3))‖ = 1 ∧
    inner ℝ (EuclideanSpace.single 0 1 : EuclideanSpace ℝ (Fin 3))
      (EuclideanSpace.single 2 1 : EuclideanSpace ℝ (Fin 3)) = 0 := by
  refine ⟨by simp, by simp, ?_⟩
  simp [EuclideanSpace.inner_single_left]
```

## The coupling at arbitrary tilts

Let the first orbital lean by $\alpha$ from $e$ and the second by $\beta$ from $f$, where $e$ and $f$ are both perpendicular to $d$ but may differ from each other. Since $d\cdot d=1$ and $d\cdot e=d\cdot f=0$, the parts along the bond are $\sin\alpha$ and $\sin\beta$, and the parts across it are $\cos\alpha\,e$ and $\cos\beta\,f$. Hence

$$h=p\cos\alpha\cos\beta\,(e\cdot f)+s\sin\alpha\sin\beta .$$

For unit vectors $e$ and $f$ the factor $e\cdot f$ is the cosine of the twist angle about the bond. This form is needed on a cylinder, where the normals at the two ends of an oblique bond do not share a plane with it. The theorem itself does not require $e$ and $f$ to have unit length; without it, $e\cdot f$ also carries the two lengths, and $\alpha$ and $\beta$ are in general no longer the angles of tilt.

In the proof, `h1` computes the part along the bond and `h2` the part across it, each for a general direction and angle. Inserting both into the definition and taking the scalar factors out of the inner product leaves an identity that `ring` closes.

```lean
/-- Coupling of `tilt d e α` and `tilt d f β` for arbitrary `α` and `β` and for vectors `e` and `f`
that are both perpendicular to the unit bond vector `d`. The pi part carries the inner product of
`e` and `f`. -/
theorem hop_tilt (s p α β : ℝ) {d e f : E} (hd : ‖d‖ = 1)
    (he : inner ℝ d e = 0) (hf : inner ℝ d f = 0) :
    hop s p d (tilt d e α) (tilt d f β)
      = p * Real.cos α * Real.cos β * inner ℝ e f + s * Real.sin α * Real.sin β := by
  have hdd : inner ℝ d d = (1 : ℝ) := by
    rw [real_inner_self_eq_norm_sq, hd]; norm_num
  -- the component along the bond is the sine of the tilt
  have h1 : ∀ g : E, inner ℝ d g = (0 : ℝ) → ∀ φ : ℝ,
      inner ℝ d (tilt d g φ) = Real.sin φ := by
    intro g hg φ
    rw [tilt, inner_add_right, real_inner_smul_right, real_inner_smul_right, hg, hdd]
    ring
  -- what remains across the bond is the cosine times the untilted direction
  have h2 : ∀ (g : E) (φ : ℝ), tilt d g φ - Real.sin φ • d = Real.cos φ • g := by
    intro g φ
    rw [tilt, add_sub_cancel_right]
  rw [hop, h1 e he, h1 f hf, h2, h2, real_inner_smul_left, real_inner_smul_right]
  ring
```

## Opposite tilts give two terms of the same sign

Now set $f=e$ with $e\cdot e=1$, $\alpha=\theta/2$ and $\beta=-\theta/2$. The cosine is even and the sine is odd, so

$$h(\theta)=p\cos^2\frac{\theta}{2}-s\sin^2\frac{\theta}{2}.$$

The minus sign in front of $s$ comes from the opposite tilts: one orbital has its positive lobe leaning along $+d$, the other along $-d$. The proof follows the same substitution, with `Real.cos_neg` and `Real.sin_neg` supplying the parities.

```lean
/-- For a unit orbital axis `e` perpendicular to the unit bond vector `d`, the hopping across
the bent bond is `p cos²(θ/2) - s sin²(θ/2)`. -/
theorem bentHop_eq (s p θ : ℝ) {d e : E} (hd : ‖d‖ = 1) (he : ‖e‖ = 1)
    (hde : inner ℝ d e = 0) :
    bentHop s p d e θ = p * Real.cos (θ / 2) ^ 2 - s * Real.sin (θ / 2) ^ 2 := by
  have hee : inner ℝ e e = (1 : ℝ) := by
    rw [real_inner_self_eq_norm_sq, he]; norm_num
  rw [bentHop, hop_tilt s p _ _ hd hde hde, hee, Real.cos_neg, Real.sin_neg]
  ring
```

There is a mistake that lies close at hand here, which is to multiply the flat hopping by the cosine of the angle between the two orbitals. That gives

$$p\cos\theta=p\cos^2\frac{\theta}{2}-p\sin^2\frac{\theta}{2},$$

which is the correct expression with $s$ replaced by $p$. It treats the coupling as though it depended only on the angle between the orbitals and not on their orientation relative to the bond. Its magnitude never exceeds $|p|$, so it predicts that bending can never strengthen the hopping. For $s>0>p$ it even gives the head-on contribution the wrong sign.

## The change in magnitude

For $s\ge 0\ge p$ neither term of $h(\theta)$ is positive. The magnitudes add, and with $|p|=-p$ and $\cos^2=1-\sin^2$,

$$|h(\theta)|=|p|\cos^2\frac{\theta}{2}+s\sin^2\frac{\theta}{2}
=|p|+(s-|p|)\sin^2\frac{\theta}{2}.$$

Bending thus exchanges a fraction $\sin^2(\theta/2)$ of the π coupling for the same fraction of the σ coupling. At $\theta=\pi$ both orbitals lie along the bond and the magnitude is $s$. For small angles the change is about $(s-|p|)\,\theta^2/4$, so it is of second order in the bending.

In Lean, `hneg` records that the sum of the two terms is not positive, which allows both absolute values to be replaced by negatives. The last line applies $\sin^2+\cos^2=1$ with the factor $-p$.

```lean
/-- For `s ≥ 0 ≥ p` and perpendicular unit vectors `d` and `e`, bending changes the hopping
magnitude from `|p|` by the amount `(s - |p|) sin²(θ/2)`. -/
theorem abs_bentHop {s p : ℝ} (hs : 0 ≤ s) (hp : p ≤ 0) (θ : ℝ) {d e : E}
    (hd : ‖d‖ = 1) (he : ‖e‖ = 1) (hde : inner ℝ d e = 0) :
    |bentHop s p d e θ| = |p| + (s - |p|) * Real.sin (θ / 2) ^ 2 := by
  -- the sigma and pi contributions have the same sign
  have hneg : p * Real.cos (θ / 2) ^ 2 - s * Real.sin (θ / 2) ^ 2 ≤ 0 := by
    have h1 := mul_nonneg hs (sq_nonneg (Real.sin (θ / 2)))
    have h2 := mul_nonneg (neg_nonneg.2 hp) (sq_nonneg (Real.cos (θ / 2)))
    linarith
  rw [bentHop_eq s p θ hd he hde, abs_of_nonpos hneg, abs_of_nonpos hp]
  linear_combination (-p) * Real.sin_sq_add_cos_sq (θ / 2)
```

## When the bent bond couples more strongly

Let $0<\theta\le\pi$. Then $0<\theta/2\le\pi/2$ and $\sin^2(\theta/2)>0$. The flat magnitude is $|h(0)|=|p|$, so

$$|h(\theta)|-|h(0)|=(s-|p|)\sin^2\frac{\theta}{2}$$

is positive exactly when $s>|p|$. The criterion does not depend on how far the bond is bent within this range. If $s=|p|$, the magnitude stays at its flat value.

The theorem states this equivalence for every pair of perpendicular unit vectors $d$ and $e$, with `|p| < s` as the condition on the integrals. It allows either integral to vanish. With $p=0<s$, for instance, the flat bond has no hopping and bending creates some. The fact `hsin` supplies the positive factor. One direction then multiplies two positive numbers; the other assumes $s\le|p|$ and finds that the difference could not have been positive.

```lean
/-- For `s ≥ 0 ≥ p`, perpendicular unit vectors `d` and `e`, and a bending angle `0 < θ ≤ π`,
the bent bond has a larger hopping magnitude than the flat one if and only if `s > |p|`. -/
theorem bending_strengthens_iff {s p θ : ℝ} (hs : 0 ≤ s) (hp : p ≤ 0)
    (h0 : 0 < θ) (hπ : θ ≤ Real.pi) {d e : E}
    (hd : ‖d‖ = 1) (he : ‖e‖ = 1) (hde : inner ℝ d e = 0) :
    |bentHop s p d e 0| < |bentHop s p d e θ| ↔ |p| < s := by
  have hsin : 0 < Real.sin (θ / 2) ^ 2 :=
    pow_pos (Real.sin_pos_of_pos_of_lt_pi (by linarith) (by linarith)) 2
  have hz : Real.sin (0 / 2) = 0 := by simp
  rw [abs_bentHop hs hp 0 hd he hde, abs_bentHop hs hp θ hd he hde, hz]
  constructor
  · intro h
    by_contra hc
    nlinarith [mul_nonneg (sub_nonneg.2 (not_lt.1 hc)) hsin.le]
  · intro h
    nlinarith [mul_pos (sub_pos.2 h) hsin]
```

## Growth over the whole range of bending

The comparison with the flat bond extends to any two bending angles. For $0\le a<b\le\pi$,

$$|h(b)|-|h(a)|=(s-|p|)\left(\sin^2\frac b2-\sin^2\frac a2\right).$$

The sine is nonnegative and strictly increasing between $0$ and $\pi/2$, so the second factor is positive. If $s>|p|$, each further bend strengthens the hopping. Conversely, if the magnitude grows strictly over the range, it is larger at $\pi$ than at $0$, and the previous criterion gives $s>|p|$.

`StrictMonoOn` on `Set.Icc 0 Real.pi` expresses strict growth on the closed interval from $0$ to $\pi$. The first half of the proof compares its two ends; the second half establishes the increase of the sine, squares it as `hsq`, and multiplies by $s-|p|$.

```lean
/-- For `s ≥ 0 ≥ p` and perpendicular unit vectors `d` and `e`, the hopping magnitude grows
strictly with the bending angle over the whole range from `0` to `π` if and only if
`s > |p|`. -/
theorem strictMonoOn_abs_bentHop_iff {s p : ℝ} (hs : 0 ≤ s) (hp : p ≤ 0) {d e : E}
    (hd : ‖d‖ = 1) (he : ‖e‖ = 1) (hde : inner ℝ d e = 0) :
    StrictMonoOn (fun θ => |bentHop s p d e θ|) (Set.Icc 0 Real.pi) ↔ |p| < s := by
  constructor
  · intro h
    -- compare the two ends of the range
    exact (bending_strengthens_iff hs hp Real.pi_pos le_rfl hd he hde).1
      (h ⟨le_rfl, Real.pi_pos.le⟩ ⟨Real.pi_pos.le, le_rfl⟩ Real.pi_pos)
  · intro h a ha b hb hab
    obtain ⟨ha0, haπ⟩ := ha
    obtain ⟨hb0, hbπ⟩ := hb
    have hsa : 0 ≤ Real.sin (a / 2) :=
      Real.sin_nonneg_of_nonneg_of_le_pi (by linarith) (by linarith)
    have hlt : Real.sin (a / 2) < Real.sin (b / 2) :=
      Real.sin_lt_sin_of_lt_of_le_pi_div_two (by linarith [Real.pi_pos]) (by linarith)
        (by linarith)
    have hsq : Real.sin (a / 2) ^ 2 < Real.sin (b / 2) ^ 2 := by nlinarith
    show |bentHop s p d e a| < |bentHop s p d e b|
    rw [abs_bentHop hs hp a hd he hde, abs_bentHop hs hp b hd he hde]
    nlinarith [mul_pos (sub_pos.2 h) (sub_pos.2 hsq)]
```

## Tilts in the same sense can cancel the coupling

With opposite tilts the magnitudes of the two contributions add. With tilts in the same sense they do not. In a buckled sheet whose orbitals all stay parallel to one axis, a bond that leaves the plane sees both orbitals lean the same way by the same angle $\varphi$. The general formula then gives

$$h=p\cos^2\varphi+s\sin^2\varphi ,$$

in which the two contributions compete. For $s>0\ge p$ choose $\tan\varphi=\sqrt{-p/s}$. Then $\sin\varphi=\sqrt{-p/s}\,\cos\varphi$, and

$$h=\cos^2\varphi\left(p+s\cdot\frac{-p}{s}\right)=0 .$$

When $p=0$ this is the upright position, where there is no π coupling to cancel.

The proof takes the same route: `hst` says that $s$ times the squared tangent equals $-p$, and `hsin` writes the sine as tangent times cosine. The final step multiplies `hst` by the squared cosine.

```lean
/-- If both orbitals are instead tilted in the same sense, by the angle `arctan √(-p/s)`, their
coupling vanishes; here `s > 0 ≥ p`, and `d` and `e` are perpendicular unit vectors. -/
theorem parallel_tilt_node {s p : ℝ} (hs : 0 < s) (hp : p ≤ 0) {d e : E}
    (hd : ‖d‖ = 1) (he : ‖e‖ = 1) (hde : inner ℝ d e = 0) :
    hop s p d (tilt d e (Real.arctan (Real.sqrt (-p / s))))
      (tilt d e (Real.arctan (Real.sqrt (-p / s)))) = 0 := by
  have hee : inner ℝ e e = (1 : ℝ) := by
    rw [real_inner_self_eq_norm_sq, he]; norm_num
  have hst : s * Real.sqrt (-p / s) ^ 2 = -p := by
    rw [Real.sq_sqrt (div_nonneg (neg_nonneg.2 hp) hs.le)]
    exact mul_div_cancel₀ (-p) hs.ne'
  -- express the sine through the tangent of the tilt
  have hsin := Real.tan_mul_cos (Real.cos_arctan_pos (Real.sqrt (-p / s))).ne'
  rw [Real.tan_arctan] at hsin
  rw [hop_tilt s p _ _ hd hde hde, hee, ← hsin]
  linear_combination Real.cos (Real.arctan (Real.sqrt (-p / s))) ^ 2 * hst

end

end CurvaturePiHopping
```

## From one bond to a curved sheet

In tight-binding models of nanotubes, fullerenes and rippled graphene, hoppings of this kind help to set the π energy levels. The result concerns one such hopping, not the levels themselves. Parameter sets for carbon usually have $s>|p|$, which places them on the strengthening side.

Besides the two-centre approximation and the symmetric bend, applying this result to a real curved sheet assumes that each π orbital remains a pure p orbital and that $s$ and $p$ keep their flat values. Real curvature mixes some of the carbon 2s orbital into the π orbital and can change the bond length, and either effect may outweigh the change found here.

```lean
#print axioms CurvaturePiHopping.bending_strengthens_iff
-- 'CurvaturePiHopping.bending_strengthens_iff' depends on axioms: [propext, Classical.choice, Quot.sound]
#print axioms CurvaturePiHopping.strictMonoOn_abs_bentHop_iff
-- 'CurvaturePiHopping.strictMonoOn_abs_bentHop_iff' depends on axioms: [propext, Classical.choice, Quot.sound]
#print axioms CurvaturePiHopping.parallel_tilt_node
-- 'CurvaturePiHopping.parallel_tilt_node' depends on axioms: [propext, Classical.choice, Quot.sound]
```
